# The one-mode kinetic and potential finite-size corrections per electron of the 3D RPA electron gas both tend to ω_p/(4N) as k → 0

## Symbols, units and the missing mode

Hartree atomic units are used throughout. A periodic cell holds N electrons at density n, in a uniform neutralising background, and

- w = √(4πn) is the plasma frequency, usually written ω_p;
- k > 0 is the length of a wavevector;
- S0(k) is the static structure factor without interaction, and S(k) the one with interaction.

A Monte Carlo energy computed in such a cell differs from that of the infinite system. Part of the difference comes from density fluctuations too long to fit in the cell. Their contributions per electron, kinetic and potential, are estimated by the small-k values of

T = (k²/(8N)) S (1/S − 1/S0)²

V = w² S/(2Nk²).

T is the kinetic energy that one mode of a pair Jastrow factor adds when different modes are treated as independent; the dimensionless strength of the factor at k is 1/S − 1/S0. V is the Coulomb energy of one mode.

## The structure factor and its small-k law

The interacting structure factor is the positive solution of

1/S² = 1/S0² + 4w²/k⁴.

The last term carries the Coulomb repulsion. This is the RPA relation used for Jastrow factors; integrating the full RPA density response over frequency gives a different S in general.

The other input is S0(k)/k → a > 0 as k → 0+. The slope a expresses how Pauli exclusion suppresses long-wavelength density fluctuations. For the unpolarised three-dimensional Fermi gas, a = 3/(4k_F), with k_F the Fermi wavevector.

## Both limits, and how fast they are reached

Under these hypotheses T and V both tend to w/(4N) as k → 0+. The approach is linear in k for T and quadratic for V:

N(T − w/(4N))/k → −1/(4a)

N(V − w/(4N))/k² → −1/(32wa²).

Within this model, the two limits add up to a size correction of w/(2N) per electron, split equally between kinetic and potential parts. Shell effects are separate and can be larger.

## Derivation through one dimensionless ratio

Put x = k²/(2wS0) and r = √(1 + x²). Here k²/(2S0) is the mean excitation frequency of a density fluctuation in the noninteracting gas, and x compares it with the plasma frequency. Then 1/S0 = 2wx/k², so

1/S² = (4w²/k⁴)(x² + 1) = (2wr/k²)²

S = k²/(2wr)

1/S − 1/S0 = 2w(r − x)/k².

Substitution into the two corrections gives

NT = (k²/8) · k²/(2wr) · 4w²(r − x)²/k⁴ = (w/4)(r − x)²/r

NV = (w²/(2k²)) · k²/(2wr) = (w/4)/r.

The linear law for S0 gives x/k = k/(2wS0) → 1/(2wa). Hence x → 0 and r → 1, and both NT and NV tend to w/4.

For the rates, r² − 1 = x² gives r − 1 = x²/(r + 1). Expanding the square, (r − x)²/r = r − 2x + x²/r, so

NT − w/4 = (w/4) x [x/(r + 1) + x/r − 2]

NV − w/4 = −(w/4) x²/(r(r + 1)).

Divide the first by k and the second by k². The brackets tend to −2 and the factor 1/(r(r + 1)) to 1/2, which gives

(w/4) · 1/(2wa) · (−2) = −1/(4a)

−(w/4) · 1/(4w²a²) · 1/2 = −1/(32wa²).

## Numbers for a cell of 54 electrons

The following values are chosen for easy arithmetic and do not describe a real gas: at w = 1 the unpolarised Fermi gas has a ≈ 0.56, and the smallest wavevector of a cubic cell of 54 electrons is about 0.715. Take w = 1, S0(k) = k for 0 < k ≤ 7/12 (so a = 1), k = 7/12 and N = 54. Then x = 7/24 and r = 25/24, and

NT = (1/4)(3/4)²(24/25) = 0.135

NV = (1/4)(24/25) = 0.24.

So T = 0.0025 and V ≈ 0.00444, while the common limit is w/(4N) ≈ 0.00463. At this k the potential correction is already close to its limit and the kinetic one is not. The quadratic law predicts NV ≈ 0.25 − k²/32 ≈ 0.2394.

## The statement in Lean

`rpaS`, `kinetic` and `potential` are S, T and V, with the value of S0 at k passed as the number `s0`; `ratio` is x. The filter `𝓝[>] 0` means k → 0 through positive values.

In `finite_size_corrections`, `N : ℕ+` is a fixed positive number of electrons and k varies continuously. `S0` is any real function obeying `hS`; its positivity at small k is derived.

`residuals` treats a family of cells indexed by `ι`, with a real number `N i` of electrons, eventually nonzero, and a wavevector `k i` tending to 0+. The particle number may therefore change with the cell, while w, and so the density, stays fixed. Cubic cells of side L with k = 2π/L and N = nL³ are one such family.

The theorems do not address how accurate the RPA relation is, or how well these single-mode expressions describe the error of an actual simulation. Shell effects and errors of the trial wavefunction are absent from the model.

## The complete file

```lean
import Mathlib

open Filter Topology

namespace ElectronGasFiniteSize

noncomputable section

/-- The RPA structure factor at wavevector `k`, for plasma frequency `w` and noninteracting
structure factor `s0`; the domain is `k ≠ 0`, `s0 ≠ 0`. -/
def rpaS (w s0 k : ℝ) : ℝ := 1 / √(1 / s0 ^ 2 + 4 * w ^ 2 / k ^ 4)

/-- The kinetic correction per electron from the mode `k` in a cell of `N` electrons;
the domain is `N, k, s0 ≠ 0`. -/
def kinetic (N w s0 k : ℝ) : ℝ :=
  k ^ 2 / (8 * N) * rpaS w s0 k * (1 / rpaS w s0 k - 1 / s0) ^ 2

/-- The potential correction per electron from the mode `k` in a cell of `N` electrons;
the domain is `N, k, s0 ≠ 0`. -/
def potential (N w s0 k : ℝ) : ℝ := w ^ 2 * rpaS w s0 k / (2 * N * k ^ 2)

/-- The dimensionless ratio `k² / (2 w s0)` of the noninteracting mode frequency to the plasma
frequency; the domain is `w, s0 ≠ 0`. -/
def ratio (w s0 k : ℝ) : ℝ := k ^ 2 / (2 * w * s0)

/-- A positive `s` obeys the RPA relation `1/s² = 1/s0² + 4w²/k⁴` exactly when it is the
RPA structure factor. -/
theorem rpa_relation_iff {w s0 k s : ℝ} (hs : 0 < s) :
    1 / s ^ 2 = 1 / s0 ^ 2 + 4 * w ^ 2 / k ^ 4 ↔ s = rpaS w s0 k := by
  constructor
  · intro h
    have e : 1 / s ^ 2 = (1 / s) ^ 2 := by rw [div_pow, one_pow]
    rw [rpaS, ← h, e, Real.sqrt_sq (by positivity), one_div_one_div]
  · intro h
    rw [h, rpaS, div_pow, one_pow, Real.sq_sqrt (by positivity), one_div_one_div]

/-- For positive `w`, `s0` and `k`, the RPA structure factor is the plasmon form `k²/(2w)`
divided by `√(1 + x²)`, where `x` is the frequency ratio. -/
theorem rpaS_eq {w s0 k : ℝ} (hw : 0 < w) (hs : 0 < s0) (hk : 0 < k) :
    rpaS w s0 k = k ^ 2 / (2 * w * √(1 + ratio w s0 k ^ 2)) := by
  have h : 1 / s0 ^ 2 + 4 * w ^ 2 / k ^ 4
      = (2 * w / k ^ 2) ^ 2 * (1 + ratio w s0 k ^ 2) := by
    unfold ratio
    field_simp
    ring
  have hr : 0 < √(1 + ratio w s0 k ^ 2) := Real.sqrt_pos.2 (by positivity)
  rw [rpaS, h, Real.sqrt_mul (sq_nonneg _), Real.sqrt_sq (by positivity)]
  generalize √(1 + ratio w s0 k ^ 2) = r at hr ⊢
  field_simp

/-- For positive `w`, `s0`, `k` and nonzero `N`, both corrections, multiplied by `N`, are `w/4`
times a function of the frequency ratio alone. -/
theorem corrections_eq {N w s0 k : ℝ} (hN : N ≠ 0) (hw : 0 < w) (hs : 0 < s0) (hk : 0 < k) :
    N * kinetic N w s0 k = w / 4 * ((√(1 + ratio w s0 k ^ 2) - ratio w s0 k) ^ 2
      / √(1 + ratio w s0 k ^ 2)) ∧
    N * potential N w s0 k = w / 4 * (1 / √(1 + ratio w s0 k ^ 2)) := by
  have hr : 0 < √(1 + ratio w s0 k ^ 2) := Real.sqrt_pos.2 (by positivity)
  have hx : 1 / s0 = 2 * w * ratio w s0 k / k ^ 2 := by
    unfold ratio
    field_simp
  rw [kinetic, potential, rpaS_eq hw hs hk, hx]
  generalize √(1 + ratio w s0 k ^ 2) = r at hr ⊢
  generalize ratio w s0 k = x
  constructor <;> field_simp <;> ring

/-- If `S0(k)/k` tends to `a > 0`, then `S0` is positive at all small positive wavevectors. -/
theorem eventually_pos {S0 : ℝ → ℝ} {a : ℝ} (ha : 0 < a)
    (hS : Tendsto (fun q => S0 q / q) (𝓝[>] 0) (𝓝 a)) :
    ∀ᶠ q in 𝓝[>] (0 : ℝ), 0 < q ∧ 0 < S0 q := by
  filter_upwards [self_mem_nhdsWithin, hS.eventually (lt_mem_nhds ha)] with q hq hs
  have hq' : 0 < q := hq
  have h := mul_pos hs hq'
  rw [div_mul_cancel₀ _ hq'.ne'] at h
  exact ⟨hq', h⟩

/-- If `w > 0` and `S0(k)/k` tends to `a > 0`, the frequency ratio vanishes linearly in `k`,
with slope `1/(2wa)`. -/
theorem ratio_tendsto {S0 : ℝ → ℝ} {w a : ℝ} (hw : 0 < w) (ha : 0 < a)
    (hS : Tendsto (fun q => S0 q / q) (𝓝[>] 0) (𝓝 a)) :
    Tendsto (fun q => ratio w (S0 q) q / q) (𝓝[>] 0) (𝓝 (1 / (2 * w * a))) ∧
    Tendsto (fun q => ratio w (S0 q) q) (𝓝[>] 0) (𝓝 0) := by
  have h1 : Tendsto (fun q => ratio w (S0 q) q / q) (𝓝[>] 0) (𝓝 (1 / (2 * w * a))) := by
    have h := (hS.inv₀ ha.ne').const_mul (1 / (2 * w))
    have e : 1 / (2 * w) * a⁻¹ = 1 / (2 * w * a) := by field_simp
    rw [e] at h
    refine h.congr' ?_
    filter_upwards [eventually_pos ha hS] with q hq
    obtain ⟨hq, hs⟩ := hq
    unfold ratio
    field_simp
  have hq : Tendsto (fun q : ℝ => q) (𝓝[>] 0) (𝓝 0) := tendsto_id.mono_left nhdsWithin_le_nhds
  have h2 := h1.mul hq
  rw [mul_zero] at h2
  refine ⟨h1, h2.congr' ?_⟩
  filter_upwards [eventually_pos ha hS] with q hq
  exact div_mul_cancel₀ _ hq.1.ne'

/-- Let `w > 0` and `S0(k)/k → a > 0`. Along any family of cells with `N` eventually nonzero and
wavevector tending to `0+`, `N` times the kinetic correction departs from `w/4` at first order in
`k`, and `N` times the potential correction at second order, with the stated coefficients. -/
theorem residuals {ι : Type*} {l : Filter ι} {N k : ι → ℝ} {S0 : ℝ → ℝ} {w a : ℝ}
    (hw : 0 < w) (ha : 0 < a) (hS : Tendsto (fun q => S0 q / q) (𝓝[>] 0) (𝓝 a))
    (hk : Tendsto k l (𝓝[>] 0)) (hN : ∀ᶠ i in l, N i ≠ 0) :
    Tendsto (fun i => N i * (kinetic (N i) w (S0 (k i)) (k i) - w / (4 * N i)) / k i) l
      (𝓝 (-1 / (4 * a))) ∧
    Tendsto (fun i => N i * (potential (N i) w (S0 (k i)) (k i) - w / (4 * N i)) / k i ^ 2) l
      (𝓝 (-1 / (32 * w * a ^ 2))) := by
  have hu : Tendsto (fun i => ratio w (S0 (k i)) (k i) / k i) l (𝓝 (1 / (2 * w * a))) :=
    (ratio_tendsto hw ha hS).1.comp hk
  have hx : Tendsto (fun i => ratio w (S0 (k i)) (k i)) l (𝓝 0) :=
    (ratio_tendsto hw ha hS).2.comp hk
  have hr : Tendsto (fun i => √(1 + ratio w (S0 (k i)) (k i) ^ 2)) l (𝓝 1) := by
    have c : Continuous (fun y : ℝ => √(1 + y ^ 2)) := by fun_prop
    have h := (c.tendsto 0).comp hx
    have e : √(1 + (0 : ℝ) ^ 2) = 1 := by norm_num
    rw [e] at h
    exact h
  have hr1 := hr.add_const 1
  constructor
  · have h := (hu.const_mul (w / 4)).mul
      (((hx.div hr1 (by norm_num)).add (hx.div hr one_ne_zero)).sub_const 2)
    have e : w / 4 * (1 / (2 * w * a)) * (0 / (1 + 1) + 0 / 1 - 2) = -1 / (4 * a) := by
      field_simp
      norm_num
    rw [e] at h
    refine h.congr' ?_
    filter_upwards [hk.eventually (eventually_pos ha hS), hN] with i hi hNi
    have e1 : N i * (w / (4 * N i)) = w / 4 := by field_simp
    rw [mul_sub (N i), e1, (corrections_eq hNi hw hi.2 hi.1).1]
    simp only [Pi.div_apply]
    generalize ratio w (S0 (k i)) (k i) = x
    have hp : 0 < √(1 + x ^ 2) := Real.sqrt_pos.2 (by positivity)
    have hsq : √(1 + x ^ 2) ^ 2 = 1 + x ^ 2 := Real.sq_sqrt (by positivity)
    generalize √(1 + x ^ 2) = r at hp hsq ⊢
    -- the residual factors through one power of the ratio
    have h1 : x ^ 2 / (r + 1) = r - 1 := by
      rw [div_eq_iff (by positivity)]
      linear_combination -hsq
    have h2 : (r - x) ^ 2 / r = r - 2 * x + x ^ 2 / r := by
      rw [div_eq_iff hp.ne', add_mul, div_mul_cancel₀ _ hp.ne']
      ring
    rw [h2]
    linear_combination w / (4 * k i) * h1
  · have h := ((hu.pow 2).const_mul (-(w / 4))).mul
      ((hr.mul hr1).inv₀ (by norm_num))
    have e : -(w / 4) * (1 / (2 * w * a)) ^ 2 * (1 * (1 + 1))⁻¹ = -1 / (32 * w * a ^ 2) := by
      field_simp
      norm_num
    rw [e] at h
    refine h.congr' ?_
    filter_upwards [hk.eventually (eventually_pos ha hS), hN] with i hi hNi
    have e1 : N i * (w / (4 * N i)) = w / 4 := by field_simp
    rw [mul_sub, e1, (corrections_eq hNi hw hi.2 hi.1).2]
    generalize ratio w (S0 (k i)) (k i) = x
    have hp : 0 < √(1 + x ^ 2) := Real.sqrt_pos.2 (by positivity)
    have hsq : √(1 + x ^ 2) ^ 2 = 1 + x ^ 2 := Real.sq_sqrt (by positivity)
    generalize √(1 + x ^ 2) = r at hp hsq ⊢
    -- here two powers of the ratio come out
    have h3 : x ^ 2 * (r * (r + 1))⁻¹ = 1 - 1 / r := by
      have hx2 : x ^ 2 = (r - 1) * (r + 1) := by linear_combination -hsq
      rw [hx2]
      field_simp
    linear_combination -(w / (4 * k i ^ 2)) * h3

/-- For a cell of `N ≥ 1` electrons with `w > 0` and `S0(k)/k → a > 0`, the kinetic and the
potential finite-size corrections both tend to `w/(4N)` as `k → 0+`. -/
theorem finite_size_corrections (N : ℕ+) {S0 : ℝ → ℝ} {w a : ℝ} (hw : 0 < w) (ha : 0 < a)
    (hS : Tendsto (fun q => S0 q / q) (𝓝[>] 0) (𝓝 a)) :
    Tendsto (fun k => kinetic (N : ℕ) w (S0 k) k) (𝓝[>] 0) (𝓝 (w / (4 * (N : ℕ)))) ∧
    Tendsto (fun k => potential (N : ℕ) w (S0 k) k) (𝓝[>] 0) (𝓝 (w / (4 * (N : ℕ)))) := by
  have hN : ((N : ℕ) : ℝ) ≠ 0 := Nat.cast_ne_zero.2 N.pos.ne'
  generalize ((N : ℕ) : ℝ) = M at hN ⊢
  have h := residuals (N := fun _ => M) (k := fun q => q) hw ha hS tendsto_id
    (Eventually.of_forall fun _ => hN)
  have hq : Tendsto (fun q : ℝ => q) (𝓝[>] 0) (𝓝 0) := tendsto_id.mono_left nhdsWithin_le_nhds
  -- multiply each residual by its power of k, which removes it in the limit
  have h1 := ((h.1.mul hq).div_const M).add_const (w / (4 * M))
  have h2 := ((h.2.mul (hq.pow 2)).div_const M).add_const (w / (4 * M))
  rw [mul_zero, zero_div, zero_add] at h1
  rw [zero_pow two_ne_zero, mul_zero, zero_div, zero_add] at h2
  constructor
  · refine h1.congr' ?_
    filter_upwards [eventually_pos ha hS] with q hq
    rw [div_mul_cancel₀ _ hq.1.ne', mul_div_cancel_left₀ _ hN, sub_add_cancel]
  · refine h2.congr' ?_
    filter_upwards [eventually_pos ha hS] with q hq
    rw [div_mul_cancel₀ _ (pow_pos hq.1 2).ne', mul_div_cancel_left₀ _ hN, sub_add_cancel]

end

end ElectronGasFiniteSize
```

```lean
#print axioms ElectronGasFiniteSize.rpa_relation_iff
-- 'ElectronGasFiniteSize.rpa_relation_iff' depends on axioms: [propext, Classical.choice, Quot.sound]
#print axioms ElectronGasFiniteSize.finite_size_corrections
-- 'ElectronGasFiniteSize.finite_size_corrections' depends on axioms: [propext, Classical.choice, Quot.sound]
```

## From the algebra to the limits

`rpa_relation_iff` shows that a positive s satisfies the RPA relation exactly when it equals `rpaS`, by taking the positive square root. `rpaS_eq` is the formula S = k²/(2wr), and `corrections_eq` gives NT and NV in terms of x and r. There `generalize` turns the root into a plain variable, and `field_simp` and `ring` finish the algebra.

`eventually_pos` obtains S0 > 0 near zero from the positive limit of S0(k)/k. `ratio_tendsto` inverts that limit to get x/k → 1/(2wa), then multiplies by k to get x → 0.

`residuals` composes these limits with the family `k` and gets r → 1 from continuity. Each half first builds the limit of the factored expression, then uses `congr'` to transfer it to the actual residual, since the two agree for all sufficiently late cells. The identities `h1` and `h2` are r − 1 = x²/(r + 1) and the expanded square; `h3` is 1 − 1/r = x²/(r(r + 1)). `h2` is used to rewrite the goal, and `linear_combination` closes the two halves with `h1` and `h3`.

`finite_size_corrections` applies `residuals` to a constant N with k itself as the index. Multiplying the residuals by k and k² sends them to zero; dividing by N and adding back w/(4N) gives the two limits.
